# Transmission moments and conductance variance for the single-channel cavity density $(\beta/2)\,T^{\beta/2-1}$

If only the mean conductance of a small chaotic cavity is known, a single sample is easily misjudged. At zero temperature, with full phase coherence, reflectionless contacts, exactly two leads with one channel each, and time-reversal symmetry broken, the mean is $1/2$ in units of the conductance quantum, but the standard deviation is $1/\sqrt{12}\approx 0.29$, more than half the mean. A measured value of $0.2$ is then an ordinary member of the ensemble and does not by itself establish a bad contact. The resistance is worse: its ensemble average is infinite in the same symmetry class, so a numerical average over samples never settles.

Both statements follow from the probability density of the transmission $T$,

$$\rho_\beta(T)=\frac{\beta}{2}\,T^{\beta/2-1},\qquad 0<T<1,\quad \beta>0 .$$

This density is the starting point here and is not derived from a scattering matrix. It stands for phase-coherent, non-interacting electrons in a cavity with two ideal leads of one channel each, whose scattering matrix is drawn from Dyson's circular ensemble. The symmetry index is $\beta=1$ with time-reversal and spin-rotation symmetry, $\beta=2$ with time reversal broken, and $\beta=4$ with time reversal kept but spin rotation broken. Within that single-channel model, the formulas below give exact values against which a code that samples random scattering matrices can be compared.

```lean
import Mathlib

open MeasureTheory Set

namespace SingleChannelCavity

noncomputable section
```

## Density, average and variance

The index $\beta$ is a real number in the code, so the three physical classes are special cases. `density β T` is $\rho_\beta(T)$. The formula is defined for all real $T$, and the restriction to the physical range enters through the domain of integration.

```lean
/-- The formula `β / 2 * T ^ (β / 2 - 1)`. For `β > 0` and `0 < T < 1` it is the probability density
of the transmission `T` in the single-channel cavity model. -/
def density (β T : ℝ) : ℝ := β / 2 * T ^ (β / 2 - 1)
```

The ensemble average of a function $f$ of the transmission is

$$\langle f\rangle=\int_0^1 f(T)\,\rho_\beta(T)\,dT .$$

In `average β f` this is a Lebesgue integral over the open interval `Ioo 0 1`. Leaving out the endpoints changes no integral and keeps $T=0$, where the density may diverge, out of the way.

```lean
/-- The ensemble average of a function `f` of the transmission, taken over `0 < T < 1`. -/
def average (β : ℝ) (f : ℝ → ℝ) : ℝ := ∫ T in Ioo (0 : ℝ) 1, f T * density β T
```

At zero temperature and in linear response, the conductance in units of the conductance quantum is $G=T$, with any spin or Kramers degeneracy absorbed in the unit. Its variance is defined as the mean squared deviation, $\langle (T-\langle T\rangle)^2\rangle$, so the closed formula has to be derived.

```lean
/-- The variance of the conductance, in units of the squared conductance quantum: the average
squared deviation of `T` from its mean. -/
def conductanceVariance (β : ℝ) : ℝ :=
  average β (fun T => (T - average β (fun x => x)) ^ 2)
```

## Averages of real powers

For $0<T<1$ and real $s$, the exponents add:

$$T^s\rho_\beta(T)=\frac{\beta}{2}\,T^{\,s+\beta/2-1}.$$

The positivity of $T$ is what permits this for real exponents, and `Real.rpow_add` asks for it.

```lean
/-- On the open unit interval, `T ^ s` times the density is `β / 2` times a power of `T`. -/
theorem rpow_mul_density (β s : ℝ) :
    EqOn (fun T => T ^ s * density β T)
      (fun T => β / 2 * T ^ (s + (β / 2 - 1))) (Ioo (0 : ℝ) 1) := by
  intro T hT
  simp only [density]
  rw [Real.rpow_add hT.1]
  ring
```

A power of $T$ is integrable at the origin exactly when its exponent exceeds $-1$. Here that means $s+\beta/2-1>-1$, or $\beta+2s>0$. The constant $\beta/2$ does not affect convergence as long as it is nonzero, which $\beta>0$ ensures. At $\beta=0$ the equivalence fails: the integrand vanishes and is integrable for $s=0$, although $\beta+2s=0$ is not positive.

```lean
/-- For `β > 0`, the average of `T ^ s` converges exactly when `β + 2 s` is positive. -/
theorem integrableOn_rpow_iff {β : ℝ} (hβ : 0 < β) (s : ℝ) :
    IntegrableOn (fun T => T ^ s * density β T) (Ioo (0 : ℝ) 1) ↔ 0 < β + 2 * s := by
  rw [integrableOn_congr_fun (rpow_mul_density β s) measurableSet_Ioo]
  unfold IntegrableOn
  rw [integrable_const_mul_iff (IsUnit.mk0 (β / 2) (half_pos hβ).ne')]
  -- a power is integrable at the origin when its exponent exceeds -1
  have key := intervalIntegral.integrableOn_Ioo_rpow_iff
    (s := s + (β / 2 - 1)) (t := (1 : ℝ)) one_pos
  exact key.trans ⟨fun h => by linarith, fun h => by linarith⟩
```

When $\beta+2s>0$, the elementary integral gives

$$\langle T^s\rangle=\frac{\beta}{2}\cdot\frac{1}{s+\beta/2}=\frac{\beta}{\beta+2s}.$$

The proof replaces the integrand by the single power, applies `integral_rpow`, and evaluates the antiderivative at $1$ and $0$. The lower limit contributes nothing because the exponent $s+\beta/2$ is positive.

```lean
/-- The average of a real power `T ^ s` is `β / (β + 2 s)` when `β + 2 s` is positive. -/
theorem average_rpow {β s : ℝ} (h : 0 < β + 2 * s) :
    average β (fun T => T ^ s) = β / (β + 2 * s) := by
  unfold average
  rw [setIntegral_congr_fun measurableSet_Ioo (rpow_mul_density β s), integral_const_mul,
    ← integral_Ioc_eq_integral_Ioo, ← intervalIntegral.integral_of_le zero_le_one,
    integral_rpow (Or.inl (by linarith))]
  have hr : s + (β / 2 - 1) + 1 = (β + 2 * s) / 2 := by ring
  have hne := h.ne'
  rw [hr, Real.one_rpow, Real.zero_rpow (half_pos h).ne', sub_zero]
  field_simp
```

For a natural number $k$ and $\beta>0$ the condition holds automatically, and

$$\langle T^k\rangle=\frac{\beta}{\beta+2k}.$$

```lean
/-- For `β > 0`, the `k`-th moment of the transmission is `β / (β + 2 k)`. -/
theorem average_pow {β : ℝ} (hβ : 0 < β) (k : ℕ) :
    average β (fun T => T ^ k) = β / (β + 2 * (k : ℝ)) := by
  have h := average_rpow (β := β) (s := (k : ℝ)) (by positivity)
  simpa only [Real.rpow_natCast] using h
```

## From moments to the variance

The moments for $k=0,1,2$ are $1$, $\beta/(\beta+2)$ and $\beta/(\beta+4)$. By linearity,

$$\langle aT^2+bT+c\rangle=a\,\frac{\beta}{\beta+4}+b\,\frac{\beta}{\beta+2}+c .$$

The rule that splits the integral of a sum assumes that the separate terms are integrable. The local statement `i` supplies this for each power from the convergence criterion, and `integral_add` then does the splitting.

```lean
/-- The average of a quadratic polynomial in the transmission. -/
theorem average_quadratic {β : ℝ} (hβ : 0 < β) (a b c : ℝ) :
    average β (fun T => a * T ^ 2 + b * T + c) =
      a * (β / (β + 4)) + b * (β / (β + 2)) + c := by
  -- every moment converges, so the integral may be split term by term
  have i (k : ℕ) (r : ℝ) :
      IntegrableOn (fun T => r * (T ^ k * density β T)) (Ioo (0 : ℝ) 1) := by
    have h := (integrableOn_rpow_iff hβ (k : ℝ)).2 (by positivity)
    simp only [Real.rpow_natCast] at h
    exact Integrable.const_mul h r
  have i21 : IntegrableOn (fun T => a * (T ^ 2 * density β T) + b * (T ^ 1 * density β T))
      (Ioo (0 : ℝ) 1) := Integrable.add (i 2 a) (i 1 b)
  have e : average β (fun T => a * T ^ 2 + b * T + c) =
      ∫ T in Ioo (0 : ℝ) 1, ((a * (T ^ 2 * density β T) + b * (T ^ 1 * density β T))
        + c * (T ^ 0 * density β T)) := by
    unfold average
    congr 1
    funext T
    ring
  rw [e, integral_add i21 (i 0 c), integral_add (i 2 a) (i 1 b),
    integral_const_mul, integral_const_mul, integral_const_mul]
  change a * average β (fun T => T ^ 2) + b * average β (fun T => T ^ 1)
    + c * average β (fun T => T ^ 0) = _
  have h0 : β / (β + 2 * ((0 : ℕ) : ℝ)) = 1 := by simp [hβ.ne']
  have h1 : β / (β + 2 * ((1 : ℕ) : ℝ)) = β / (β + 2) := by norm_num
  have h2 : β / (β + 2 * ((2 : ℕ) : ℝ)) = β / (β + 4) := by norm_num
  rw [average_pow hβ 2, average_pow hβ 1, average_pow hβ 0, h0, h1, h2]
  ring
```

Write $m=\langle T\rangle=\beta/(\beta+2)$. Expanding the square gives $T^2-2mT+m^2$, and therefore

$$\operatorname{Var}G=\frac{\beta}{\beta+4}-\frac{\beta^2}{(\beta+2)^2}
=\frac{\beta\left[(\beta+2)^2-\beta(\beta+4)\right]}{(\beta+2)^2(\beta+4)}
=\frac{4\beta}{(\beta+2)^2(\beta+4)},$$

since the bracket equals $4$.

The theorem `cavity_statistics` states four things for every real $\beta>0$: the density is positive on the open unit interval, it integrates to one, its $k$-th moment is $\beta/(\beta+2k)$ for every natural $k$, and the conductance variance has the value above. Normalisation is the case $k=0$. In the variance part, `hm` is the mean, `hq` is the expanded square, and `field_simp` with `ring` carries out the final algebra.

The hypothesis $\beta>0$ is needed. At $\beta=0$ the density is identically zero, so it is not positive and its integral is $0$ instead of $1$.

```lean
/-- For every `β > 0` the transmission density is positive on the open unit interval and
integrates to one, its `k`-th moment is `β / (β + 2 k)`, and the conductance variance is
`4 β / ((β + 2)² (β + 4))`. -/
theorem cavity_statistics {β : ℝ} (hβ : 0 < β) :
    (∀ T ∈ Ioo (0 : ℝ) 1, 0 < density β T) ∧
    (∫ T in Ioo (0 : ℝ) 1, density β T) = 1 ∧
    (∀ k : ℕ, average β (fun T => T ^ k) = β / (β + 2 * (k : ℝ))) ∧
    conductanceVariance β = 4 * β / ((β + 2) ^ 2 * (β + 4)) := by
  refine ⟨fun T hT => mul_pos (half_pos hβ) (Real.rpow_pos_of_pos hT.1 _), ?_,
    average_pow hβ, ?_⟩
  · have h := average_pow hβ 0
    simpa [average, hβ.ne'] using h
  · have hm : average β (fun x => x) = β / (β + 2) := by
      have h := average_pow hβ 1
      simpa using h
    unfold conductanceVariance
    rw [hm]
    -- expand the squared deviation into moments
    have hq : (fun T : ℝ => (T - β / (β + 2)) ^ 2) =
        fun T => 1 * T ^ 2 + (-2 * (β / (β + 2))) * T + (β / (β + 2)) ^ 2 := by
      funext T
      ring
    have h2 : β + 2 ≠ 0 := by positivity
    have h4 : β + 4 ≠ 0 := by positivity
    rw [hq, average_quadratic hβ]
    field_simp
    ring
```

## Shot noise and resistance

The zero-temperature shot-noise power of one channel is proportional to $T(1-T)$, which vanishes for a closed or a fully open channel. Its average is the difference of the first two moments:

$$\langle T(1-T)\rangle=\frac{\beta}{\beta+2}-\frac{\beta}{\beta+4}=\frac{2\beta}{(\beta+2)(\beta+4)}.$$

```lean
/-- For `β > 0`, the average of the shot-noise factor `T (1 - T)` is `2 β / ((β + 2) (β + 4))`. -/
theorem average_shot_noise {β : ℝ} (hβ : 0 < β) :
    average β (fun T => T * (1 - T)) = 2 * β / ((β + 2) * (β + 4)) := by
  have hq : (fun T : ℝ => T * (1 - T)) = fun T => (-1) * T ^ 2 + 1 * T + 0 := by
    funext T
    ring
  have h2 : β + 2 ≠ 0 := by positivity
  have h4 : β + 4 ≠ 0 := by positivity
  rw [hq, average_quadratic hβ]
  field_simp
  ring
```

The dimensionless resistance $1/T$ is the real power $s=-1$. The criterion $\beta+2s>0$ becomes $\beta>2$, and then

$$\langle T^{-1}\rangle=\frac{\beta}{\beta-2}.$$

At $\beta=2$ the density is uniform and the integral is $\int_0^1 dT/T$, which diverges logarithmically. At $\beta=1$ nearly closed samples are more frequent still. Of the three symmetry classes, only $\beta=4$ has a finite mean resistance, equal to $2$.

The theorem states convergence separately from the value because Lean assigns the integral of a non-integrable function the value zero, which would say nothing about the physical average.

```lean
/-- For `β > 0`, the average of the dimensionless resistance `1 / T` converges exactly when `β > 2`,
and it then equals `β / (β - 2)`. -/
theorem average_resistance {β : ℝ} (hβ : 0 < β) :
    (IntegrableOn (fun T => T⁻¹ * density β T) (Ioo (0 : ℝ) 1) ↔ 2 < β) ∧
    (2 < β → average β (fun T => T⁻¹) = β / (β - 2)) := by
  constructor
  · have h := integrableOn_rpow_iff hβ (-1)
    simp only [Real.rpow_neg_one] at h
    exact h.trans ⟨fun h => by linarith, fun h => by linarith⟩
  · intro hb
    have h := average_rpow (β := β) (s := -1) (by linarith)
    simp only [Real.rpow_neg_one] at h
    rw [h]
    congr 1
    ring
```

## Variances in the three symmetry classes

Inserting the physical values of $\beta$ gives

$$\frac{4}{9\cdot5}=\frac{4}{45},\qquad \frac{8}{16\cdot6}=\frac1{12},\qquad \frac{16}{36\cdot8}=\frac1{18}$$

for $\beta=1,2,4$ respectively. Each case takes the variance component of `cavity_statistics` and leaves the arithmetic to `norm_num`.

```lean
/-- The conductance variances for the symmetry indices `β = 1`, `2` and `4` are `4/45`, `1/12`
and `1/18`. -/
theorem variance_dyson_classes :
    conductanceVariance 1 = 4 / 45 ∧ conductanceVariance 2 = 1 / 12 ∧
      conductanceVariance 4 = 1 / 18 := by
  refine ⟨?_, ?_, ?_⟩
  · rw [(cavity_statistics (β := 1) (by norm_num)).2.2.2]
    norm_num
  · rw [(cavity_statistics (β := 2) (by norm_num)).2.2.2]
    norm_num
  · rw [(cavity_statistics (β := 4) (by norm_num)).2.2.2]
    norm_num

end

end SingleChannelCavity
```

```lean
#print axioms SingleChannelCavity.cavity_statistics
#print axioms SingleChannelCavity.average_shot_noise
#print axioms SingleChannelCavity.average_resistance
#print axioms SingleChannelCavity.variance_dyson_classes
```

```
'SingleChannelCavity.cavity_statistics' depends on axioms: [propext, Classical.choice, Quot.sound]
'SingleChannelCavity.average_shot_noise' depends on axioms: [propext, Classical.choice, Quot.sound]
'SingleChannelCavity.average_resistance' depends on axioms: [propext, Classical.choice, Quot.sound]
'SingleChannelCavity.variance_dyson_classes' depends on axioms: [propext, Classical.choice, Quot.sound]
```
